# Band curvature in a finite basis with a k-dependent nonlocal potential

An electron near a band extremum responds to a weak field with an effective mass, the inverse of the band curvature $E''(k)$ in atomic units. For a local potential, perturbation theory gives this curvature as the free-electron value 1 plus a sum over the other bands. A norm-conserving pseudopotential is nonlocal. Once the Bloch factor $e^{ikx}$ has been removed from the wavefunction, the nonlocal part becomes $U(k)=e^{-ikx}V_{\rm NL}e^{ikx}$, which depends on $k$. How does the curvature change?

For a differentiable normalized band in a finite-dimensional space, the answer is

$$E''=1+\langle u,U''u\rangle+2\sum_{\varepsilon_m\neq E}\frac{|\langle v_m,H'u\rangle|^2}{E-\varepsilon_m},\qquad H'=k+P+U'.$$

Here $u$ is the periodic part of the Bloch state, $P$ is the momentum operator acting on it, the $v_m$ form an orthonormal basis of eigenvectors of the Hamiltonian $H(k)=\tfrac12(k+P)^2+W+U(k)$ with energies $\varepsilon_m$, $W$ is the local potential, and primes denote derivatives in $k$. Besides its effect on the states and energies, the nonlocal potential therefore appears explicitly in two places: in $\langle u,U''u\rangle$ and, through $U'$, in the matrix elements.

## The band and its derivatives

```lean
import Mathlib

open Topology
open scoped InnerProductSpace

namespace NonlocalEffectiveMass

noncomputable section

variable {V : Type*} [NormedAddCommGroup V] [InnerProductSpace ℂ V]
```

The space of states `V` is a complex vector space with an inner product. Lean writes $\langle x,y\rangle$ as `⟪x, y⟫_ℂ`, linear in the second argument as in Dirac notation.

```lean
/-- An eigenvalue `E` and a differentiable normalized eigenvector `u` of a differentiable Hermitian
family `H` on an open set `s` of wave numbers; `H'` and `u'` are the derivatives of `H` and `u`. -/
structure EigenBand (s : Set ℝ) (H H' : ℝ → V →L[ℂ] V) (E : ℝ → ℝ) (u u' : ℝ → V) :
    Prop where
  isOpen : IsOpen s
  symm : ∀ k ∈ s, ∀ x y, ⟪H k x, y⟫_ℂ = ⟪x, H k y⟫_ℂ
  deriv_H : ∀ k ∈ s, HasDerivAt H (H' k) k
  deriv_u : ∀ k ∈ s, HasDerivAt u (u' k) k
  eigen : ∀ k ∈ s, H k (u k) = (E k : ℂ) • u k
  normalized : ∀ k ∈ s, ⟪u k, u k⟫_ℂ = 1
```

An `EigenBand` is a list of conditions on a set $s$ of wave numbers. The set is open, so every $k$ in it has neighbours on both sides. The type `V →L[ℂ] V` contains the continuous linear operators, which are simply matrices when `V` has finite dimension. `HasDerivAt H (H' k) k` says that $H$ is differentiable at $k$ with derivative $H'(k)$. The remaining fields say that $H$ is Hermitian, $Hu=Eu$ and $\langle u,u\rangle=1$.

The differentiable eigenvector is assumed, not constructed. Physically, its phase must be chosen smoothly in $k$, and at a crossing the band must be followed through. Differentiability of $E$ is not assumed; it will be derived.

```lean
/-- Product rule for an operator acting on a state. -/
lemma hasDerivAt_apply {A : ℝ → V →L[ℂ] V} {A' : V →L[ℂ] V} {y : ℝ → V} {y' : V} {k : ℝ}
    (hA : HasDerivAt A A' k) (hy : HasDerivAt y y' k) :
    HasDerivAt (fun q => A q (y q)) (A' (y k) + A k y') k :=
  ((ContinuousLinearMap.restrictScalarsL ℂ V V ℝ ℝ).hasFDerivAt.comp_hasDerivAt k
    hA).clm_apply hy
```

This is the product rule $(Ay)'=A'y+Ay'$ for an operator acting on a state.

```lean
/-- The real part of an inner product is symmetric. -/
lemma re_symm (x y : V) : (⟪x, y⟫_ℂ).re = (⟪y, x⟫_ℂ).re := by
  rw [← inner_conj_symm x y, Complex.conj_re]
```

Exchanging the two arguments conjugates an inner product, so its real part stays the same.

```lean
variable {s : Set ℝ} {H H' : ℝ → V →L[ℂ] V} {E : ℝ → ℝ} {u u' : ℝ → V} {k : ℝ}

/-- Conservation of the norm: `Re ⟨u', u⟩ = 0`. -/
lemma EigenBand.norm_deriv (B : EigenBand s H H' E u u') (hk : k ∈ s) :
    (⟪u' k, u k⟫_ℂ).re = 0 := by
  have hn : (fun q => ⟪u q, u q⟫_ℂ) =ᶠ[𝓝 k] fun _ => 1 := by
    filter_upwards [B.isOpen.mem_nhds hk] with q hq
    exact B.normalized q hq
  have h := congrArg Complex.re (((B.deriv_u k hk).inner ℂ (B.deriv_u k hk)).unique
    ((hasDerivAt_const k (1 : ℂ)).congr_of_eventuallyEq hn))
  rw [Complex.add_re, Complex.zero_re] at h
  linarith [re_symm (u k) (u' k)]
```

Differentiating $\langle u,u\rangle=1$ gives

$$\langle u,u'\rangle+\langle u',u\rangle=2\,\mathrm{Re}\langle u',u\rangle=0.$$

In the proof, `=ᶠ[𝓝 k]` means "equal for all points near $k$", and `unique` says that a function has only one derivative at a point. Computing the same derivative in two ways and equating the results is the pattern for most of what follows.

## Slope and first-order response

```lean
/-- Hellmann–Feynman theorem: the slope of the band is `⟨u, H' u⟩`. -/
theorem EigenBand.hellmann_feynman (B : EigenBand s H H' E u u') (hk : k ∈ s) :
    HasDerivAt E (⟪u k, H' k (u k)⟫_ℂ).re k := by
  have h := (B.deriv_u k hk).inner ℂ (hasDerivAt_apply (B.deriv_H k hk) (B.deriv_u k hk))
  refine ((Complex.reCLM.hasFDerivAt.comp_hasDerivAt k h).congr_of_eventuallyEq
    ?_).congr_deriv ?_
  · filter_upwards [B.isOpen.mem_nhds hk] with q hq
    change E q = (⟪u q, H q (u q)⟫_ℂ).re
    rw [B.eigen q hq, inner_smul_right, B.normalized q hq]
    simp
  · -- the terms with `u'` vanish by conservation of the norm
    change (⟪u k, H' k (u k) + H k (u' k)⟫_ℂ + ⟪u' k, H k (u k)⟫_ℂ).re = _
    rw [inner_add_right, ← B.symm k hk (u k) (u' k), B.eigen k hk, inner_smul_left,
      inner_smul_right]
    simp only [Complex.conj_ofReal, Complex.add_re, Complex.re_ofReal_mul]
    rw [re_symm (u k) (u' k), B.norm_deriv hk]
    ring
```

This is the Hellmann–Feynman theorem. Near $k$ we have $E=\mathrm{Re}\langle u,Hu\rangle$, so

$$E'=\mathrm{Re}\big[\langle u,H'u\rangle+\langle u,Hu'\rangle+\langle u',Hu\rangle\big]
=\mathrm{Re}\langle u,H'u\rangle+2E\,\mathrm{Re}\langle u',u\rangle.$$

The last term vanishes by conservation of the norm. The first bullet of the proof identifies the function being differentiated with $E$, and the second simplifies its derivative. The code writes `.re` because $E$ is a real-valued function; the expectation value is real anyway, since $H'$ is Hermitian.

```lean
/-- The eigenvalue equation differentiated once: `H' u + H u' = E u' + E' u`. -/
lemma EigenBand.first_order (B : EigenBand s H H' E u u') (hk : k ∈ s) :
    H' k (u k) + H k (u' k)
      = (E k : ℂ) • u' k + ((⟪u k, H' k (u k)⟫_ℂ).re : ℂ) • u k := by
  refine (hasDerivAt_apply (B.deriv_H k hk) (B.deriv_u k hk)).unique
    (((B.hellmann_feynman hk).ofReal_comp.smul (B.deriv_u k hk)).congr_of_eventuallyEq ?_)
  filter_upwards [B.isOpen.mem_nhds hk] with q hq
  exact B.eigen q hq
```

Differentiating both sides of $Hu=Eu$ gives

$$H'u+Hu'=Eu'+E'u,$$

with the Hellmann–Feynman value in place of $E'$.

```lean
/-- Band curvature from the first-order response: `E'' = ⟨u, H'' u⟩ + 2 Re ⟨u', (E - H) u'⟩`. -/
theorem EigenBand.curvature_response (B : EigenBand s H H' E u u') (hk : k ∈ s)
    {H2 : V →L[ℂ] V} (h2 : HasDerivAt H' H2 k) :
    HasDerivAt (deriv E) ((⟪u k, H2 (u k)⟫_ℂ).re
      + 2 * (⟪u' k, (E k : ℂ) • u' k - H k (u' k)⟫_ℂ).re) k := by
  have h := (B.deriv_u k hk).inner ℂ (hasDerivAt_apply h2 (B.deriv_u k hk))
  refine ((Complex.reCLM.hasFDerivAt.comp_hasDerivAt k h).congr_of_eventuallyEq
    ?_).congr_deriv ?_
  · filter_upwards [B.isOpen.mem_nhds hk] with q hq
    exact (B.hellmann_feynman hq).deriv
  -- the derivative of a Hermitian family is Hermitian
  have hs : ⟪H' k (u k), u' k⟫_ℂ = ⟪u k, H' k (u' k)⟫_ℂ := by
    have hx (x : V) := hasDerivAt_apply (B.deriv_H k hk) (hasDerivAt_const k x)
    have he : (fun q => ⟪H q (u k), u' k⟫_ℂ) =ᶠ[𝓝 k] fun q => ⟪u k, H q (u' k)⟫_ℂ := by
      filter_upwards [B.isOpen.mem_nhds hk] with q hq
      exact B.symm q hq _ _
    simpa using ((hx (u k)).inner ℂ (hasDerivAt_const k (u' k))).unique
      (((hasDerivAt_const k (u k)).inner ℂ (hx (u' k))).congr_of_eventuallyEq he)
  have e := congrArg (fun y => (⟪u' k, y⟫_ℂ).re) (B.first_order hk)
  simp only [inner_add_right, inner_smul_right, Complex.add_re, Complex.re_ofReal_mul,
    B.norm_deriv hk, mul_zero, add_zero] at e
  change (⟪u k, H2 (u k) + H' k (u' k)⟫_ℂ + ⟪u' k, H' k (u k)⟫_ℂ).re = _
  rw [inner_add_right, ← hs, Complex.add_re, Complex.add_re, re_symm (H' k (u k)) (u' k),
    inner_sub_right, inner_smul_right, Complex.sub_re, Complex.re_ofReal_mul]
  linarith
```

The slope formula holds throughout $s$ and contains $u$ but not $u'$. Differentiating it therefore needs no second derivative of $u$, only a derivative $H''$ of $H'$ at the point, called `H2`:

$$E''=\mathrm{Re}\big[\langle u,H''u\rangle+\langle u,H'u'\rangle+\langle u',H'u\rangle\big]
=\langle u,H''u\rangle+2\,\mathrm{Re}\langle u',H'u\rangle.$$

The second equality uses the Hermiticity of $H'$. The step `hs` obtains it by differentiating $\langle Hx,y\rangle=\langle x,Hy\rangle$ with $x$ and $y$ held fixed.

Next, take the inner product of the first-order equation with $u'$. The $E'$ term drops out because $\mathrm{Re}\langle u',u\rangle=0$, leaving

$$\mathrm{Re}\langle u',H'u\rangle=\mathrm{Re}\langle u',(E-H)u'\rangle.$$

This is the step `e`, and `linarith` combines it with the previous line. The conclusion `HasDerivAt (deriv E) ...` says that $E'$ is differentiable at $k$ and that its derivative is the stated number.

## The sum over states

```lean
variable {ι : Type*} [Fintype ι]

/-- Effective-mass theorem: `E'' = ⟨u, H'' u⟩ + 2 ∑ |⟨v m, H' u⟩|² / (E - ε m)`, summed over
the members of an orthonormal eigenbasis at `k` whose energy differs from `E`. -/
theorem effective_mass (B : EigenBand s H H' E u u') (hk : k ∈ s) {H2 : V →L[ℂ] V}
    (h2 : HasDerivAt H' H2 k) (v : OrthonormalBasis ι ℂ V) {ε : ι → ℝ}
    (hv : ∀ m, H k (v m) = (ε m : ℂ) • v m) :
    HasDerivAt (deriv E) ((⟪u k, H2 (u k)⟫_ℂ).re
      + 2 * ∑ m with ε m ≠ E k, ‖⟪v m, H' k (u k)⟫_ℂ‖ ^ 2 / (E k - ε m)) k := by
  refine (B.curvature_response hk h2).congr_deriv ?_
  congr 2
  rw [← v.sum_inner_mul_inner, Complex.re_sum, Finset.sum_filter]
  refine Finset.sum_congr rfl fun m _ => ?_
  have hl (x : V) : ⟪v m, H k x⟫_ℂ = (ε m : ℂ) * ⟪v m, x⟫_ℂ := by
    rw [← B.symm k hk, hv, inner_smul_left, Complex.conj_ofReal]
  have ht : (⟪u' k, v m⟫_ℂ * ⟪v m, (E k : ℂ) • u' k - H k (u' k)⟫_ℂ).re
      = (E k - ε m) * ‖⟪v m, u' k⟫_ℂ‖ ^ 2 := by
    rw [inner_sub_right, inner_smul_right, hl, ← inner_conj_symm (u' k) (v m),
      Complex.sq_norm, Complex.normSq_apply]
    simp only [Complex.mul_re, Complex.sub_re, Complex.sub_im, Complex.mul_im,
      Complex.conj_re, Complex.conj_im, Complex.ofReal_re, Complex.ofReal_im]
    ring
  rw [ht]
  by_cases h : ε m = E k
  · rw [if_neg (not_not.mpr h), h, sub_self, zero_mul]
  · have hd : E k - ε m ≠ 0 := sub_ne_zero.mpr (Ne.symm h)
    -- eigenvectors of different energy are orthogonal
    have ho : ⟪v m, u k⟫_ℂ = 0 := by
      have h3 := hl (u k)
      rw [B.eigen k hk, inner_smul_right] at h3
      have h4 : ((E k - ε m : ℝ) : ℂ) * ⟪v m, u k⟫_ℂ = 0 := by
        push_cast
        linear_combination h3
      exact (mul_eq_zero.mp h4).resolve_left (Complex.ofReal_ne_zero.mpr hd)
    have hb : ⟪v m, H' k (u k)⟫_ℂ = ((E k - ε m : ℝ) : ℂ) * ⟪v m, u' k⟫_ℂ := by
      have h5 := congrArg (fun y => ⟪v m, y⟫_ℂ) (B.first_order hk)
      simp only [inner_add_right, inner_smul_right, hl, ho, mul_zero, add_zero] at h5
      push_cast
      linear_combination h5
    rw [if_pos h, hb, norm_mul, mul_pow, Complex.norm_real, Real.norm_eq_abs, sq_abs]
    field_simp
```

The vectors `v m` form an orthonormal eigenbasis of $H(k)$ at the single point $k$, with energies `ε m`. The index set is finite, so the space has finite dimension. The notation `∑ m with ε m ≠ E k` restricts the sum to states whose energy differs from $E$. If the level is simple, these are all the basis states except the one proportional to $u$. Simplicity is not required, provided that the differentiable band exists.

By hand, insert the basis into the response term:

$$\mathrm{Re}\langle u',(E-H)u'\rangle=\sum_m(E-\varepsilon_m)\,|\langle v_m,u'\rangle|^2.$$

The step `ht` evaluates each term. Those with $\varepsilon_m=E$ vanish. For the others, Hermiticity gives $\varepsilon_m\langle v_m,u\rangle=\langle v_m,Hu\rangle=E\langle v_m,u\rangle$, hence $\langle v_m,u\rangle=0$; this is `ho`. Projecting the first-order equation onto $v_m$ then yields `hb`:

$$\langle v_m,H'u\rangle=(E-\varepsilon_m)\langle v_m,u'\rangle.$$

Therefore

$$(E-\varepsilon_m)\,|\langle v_m,u'\rangle|^2=\frac{|\langle v_m,H'u\rangle|^2}{E-\varepsilon_m},$$

and summing over $m$ gives the theorem. In a one-dimensional space the sum is empty and $E''=\langle u,H''u\rangle$.

## The pseudopotential Hamiltonian

```lean
/-- Hamiltonian `(k + P)²/2 + W + U(k)` with momentum operator `P`, local part `W` and
`k`-dependent nonlocal part `U`. -/
def pseudoH (P W : V →L[ℂ] V) (U : ℝ → V →L[ℂ] V) (k : ℝ) : V →L[ℂ] V :=
  (1 / 2 : ℂ) • ((k : ℂ) • (1 : V →L[ℂ] V) + P) ^ 2 + W + U k
```

This defines $H(k)=\tfrac12(k+P)^2+W+U(k)$. In a plane-wave basis $P$ is diagonal, with the reciprocal-lattice components $G$ as entries, and $W$ is the matrix of the local potential. For a path along one direction of a three-dimensional crystal, $P$ holds the components of $G$ along the path, and the transverse kinetic energy goes into $W$. The definition accepts arbitrary operators; Hermiticity of the total $H(k)$ is demanded later by `EigenBand`. The form $e^{-ikx}V_{\rm NL}e^{ikx}$ is not imposed on $U$ either.

```lean
/-- Velocity operator `k + P + U'(k)`. -/
def velocity (P : V →L[ℂ] V) (U' : ℝ → V →L[ℂ] V) (k : ℝ) : V →L[ℂ] V :=
  (k : ℂ) • (1 : V →L[ℂ] V) + P + U' k
```

The derivative of the kinetic term is $k+P$, so the velocity operator is $k+P+U'(k)$. The extra term $U'$ is the contribution of the nonlocal potential to the velocity.

```lean
/-- Band curvature for the pseudopotential Hamiltonian: `E'' = 1 + ⟨u, U'' u⟩ + 2 ∑ |⟨v m, (k + P +
U') u⟩|² / (E - ε m)`, summed over the members of an orthonormal eigenbasis at `k` whose energy
differs from `E`. -/
theorem pseudopotential_effective_mass {P W U2 : V →L[ℂ] V} {U U' : ℝ → V →L[ℂ] V}
    (B : EigenBand s (pseudoH P W U) (velocity P U') E u u') (hk : k ∈ s)
    (hU : HasDerivAt U' U2 k) (v : OrthonormalBasis ι ℂ V) {ε : ι → ℝ}
    (hv : ∀ m, pseudoH P W U k (v m) = (ε m : ℂ) • v m) :
    HasDerivAt (deriv E) (1 + (⟪u k, U2 (u k)⟫_ℂ).re + 2 * ∑ m with ε m ≠ E k,
      ‖⟪v m, velocity P U' k (u k)⟫_ℂ‖ ^ 2 / (E k - ε m)) k := by
  have h2 : HasDerivAt (velocity P U') (1 + U2) k :=
    ((((hasDerivAt_id' k).ofReal_comp.smul_const (1 : V →L[ℂ] V)).add_const P).fun_add
      hU).congr_deriv (by simp)
  refine (effective_mass B hk h2 v hv).congr_deriv ?_
  rw [add_apply, one_apply_eq_self, inner_add_right,
    B.normalized k hk, Complex.add_re, Complex.one_re]
```

The hypothesis `B` uses `velocity P U'` as the derivative of `pseudoH P W U`, which amounts to saying that $U'$ is the derivative of $U$ on $s$. The hypothesis `hU` supplies the second derivative $U''$ at $k$, called `U2`. Differentiating the velocity gives $H''=1+U''$, which is the step `h2`. Since $u$ is normalized,

$$\langle u,H''u\rangle=1+\langle u,U''u\rangle,$$

and the general theorem supplies the rest.

To evaluate the formula, one can diagonalize $H(k)$, build the matrix of $k+P+U'$ between the eigenvectors, carry out the sum with its factor 2 and add $1+\langle u,U''u\rangle$. For a separable pseudopotential with projectors $\beta_i(k)$, both $U'$ and $U''$ follow from the product rule applied to $\sum_{ij}|\beta_i\rangle D_{ij}\langle\beta_j|$ with constant $D_{ij}$. The result can be compared with the finite difference $[E(k+h)-2E(k)+E(k-h)]/h^2$, taken with the same set of plane waves at all three points; a cutoff on $|k+G|^2/2$ may change that set. If only a few bands are available, one can avoid the sum for a simple level by solving $(E-H)u'=(H'-E')u$ for $u'$ orthogonal to $u$ and inserting it into the response formula for $E''$.

```lean
/-- If `E` is the lowest level at `k`, its curvature is at most `1 + ⟨u, U'' u⟩`. -/
theorem lowest_band_curvature_le {P W U2 : V →L[ℂ] V} {U U' : ℝ → V →L[ℂ] V}
    (B : EigenBand s (pseudoH P W U) (velocity P U') E u u') (hk : k ∈ s)
    (hU : HasDerivAt U' U2 k) (v : OrthonormalBasis ι ℂ V) {ε : ι → ℝ}
    (hv : ∀ m, pseudoH P W U k (v m) = (ε m : ℂ) • v m) (hlow : ∀ m, E k ≤ ε m) :
    deriv (deriv E) k ≤ 1 + (⟪u k, U2 (u k)⟫_ℂ).re := by
  rw [(pseudopotential_effective_mass B hk hU v hv).deriv]
  have h : ∑ m with ε m ≠ E k,
      ‖⟪v m, velocity P U' k (u k)⟫_ℂ‖ ^ 2 / (E k - ε m) ≤ 0 :=
    Finset.sum_nonpos fun m _ =>
      div_nonpos_of_nonneg_of_nonpos (sq_nonneg _) (sub_nonpos.mpr (hlow m))
  linarith

end

end NonlocalEffectiveMass
```

```lean
#print axioms NonlocalEffectiveMass.lowest_band_curvature_le
```

```
'NonlocalEffectiveMass.lowest_band_curvature_le' depends on axioms: [propext, Classical.choice, Quot.sound]
```

If $E$ is the lowest level at $k$, every denominator $E-\varepsilon_m$ in the sum is negative and every numerator is nonnegative. The sum is then at most zero, so

$$E''\le 1+\langle u,U''u\rangle.$$

The hypothesis `hlow` states that $E$ is lowest, `Finset.sum_nonpos` carries out the sign argument, and `linarith` finishes it. With a purely local potential the lowest band cannot curve upward more strongly than a free electron. A nonlocal potential shifts this bound by $\langle u,U''u\rangle$, which may have either sign.

For electronic structure, the result gives the inverse effective mass of an independent-particle band, such as a Kohn–Sham band in a fixed potential, along one direction of $k$ and in a fixed finite basis. Convergence with basis size is a separate question.
